# Moments of a Poisson ladder of equally spaced satellites obey a recursion in order and energy origin

The declaration `poisson_hasSum` concerns an infinite ladder of satellites at energies c − nw, n = 0, 1, 2, …, with weights e^(−a) aⁿ/n!, which sum to one. It states that for every order k the sum of weight times (c − nw)^k converges to M_k(c), where M_0(c) = 1 and M_(k+1)(c) = c M_k(c) − a w M_k(c − w). Here a, w and c are any real numbers; the weights are probabilities, and a a mean boson number, only when a ≥ 0. The ladder is put in by definition and not derived from a Hamiltonian. The attempt goes by induction on k, absorbing a factor n by shifting the Poisson index by one.

Lean 4 with Mathlib refuses this proof:

```lean
import Mathlib

open Polynomial

namespace ElectronBosonGW

noncomputable section

/-- The Poisson weight of the satellite with `n` bosons at mean boson number `a`. -/
def poissonWeight (a : ℝ) (n : ℕ) : ℝ := Real.exp (-a) * (a ^ n / (n.factorial : ℝ))

/-- A recursion in the order `k` and the energy origin `c`. -/
def momentRec (a w : ℝ) : ℕ → ℝ → ℝ
  | 0, _ => 1
  | k + 1, c => c * momentRec a w k c - a * w * momentRec a w k (c - w)

/-- The moments of a Poisson ladder of satellites at `c - n w` converge and obey the recursion. -/
theorem poisson_hasSum (a w : ℝ) (k : ℕ) : ∀ c : ℝ,
    HasSum (fun n : ℕ => poissonWeight a n * (c - n * w) ^ k) (momentRec a w k c) := by
  induction k with
  | zero =>
    intro c
    have e : ∑' n : ℕ, a ^ n / (n.factorial : ℝ) = Real.exp a := by
      rw [Real.exp_eq_exp_ℝ, NormedSpace.exp_eq_tsum_div]
    have h := (Real.summable_pow_div_factorial a).hasSum.mul_left (Real.exp (-a))
    rw [e, ← Real.exp_add, neg_add_cancel, Real.exp_zero] at h
    simpa only [poissonWeight, momentRec, pow_zero, mul_one] using h
  | succ k ih =>
    intro c
    -- a factor n is absorbed by shifting the Poisson index by one
    have h2 : HasSum (fun n : ℕ => poissonWeight a n * (n * (c - n * w) ^ k))
        (a * momentRec a w k (c - w)) := by
      rw [← hasSum_nat_add_iff' 1]
      simp only [Finset.sum_range_one, Nat.cast_zero, zero_mul, mul_zero, sub_zero]
      convert (ih (c - w)).mul_left a using 1
      funext n
      have hs : poissonWeight a (n + 1) * ((n : ℝ) + 1) = a * poissonWeight a n := by
        have h1 : (n.factorial : ℝ) ≠ 0 := by positivity
        have h3 : (n : ℝ) + 1 ≠ 0 := by positivity
        simp only [poissonWeight, Nat.factorial_succ, Nat.cast_mul, Nat.cast_add, Nat.cast_one]
        field_simp
        try ring
      have e : c - ((n + 1 : ℕ) : ℝ) * w = c - w - n * w := by push_cast; ring
      rw [e, Nat.cast_add, Nat.cast_one]
      linear_combination (c - w - n * w) ^ k * hs
    convert ((ih c).mul_left c).sub (h2.mul_left w) using 1
    · funext n
      change _ = c * _ - w * _
      rw [pow_succ]
      ring
    · simp only [momentRec]
      ring

end

end ElectronBosonGW
```

Lean reports:

```
Main.lean:36:6: error: Tactic `apply` failed: could not unify the conclusion of `@_root_.funext`
  ?f = ?g
with the goal
  Real.instAddCommGroup.toAddCommMonoid =
    CommRing.toNonUnitalCommRing.toNonUnitalNonAssocCommRing.toNonUnitalNonAssocSemiring.toAddCommMonoid

Note: The full type of `@_root_.funext` is
  ∀ {α : Sort ?u.93} {β : α → Sort ?u.92} {f g : (x : α) → β x}, (∀ (x : α), f x = g x) → f = g

case e'_3
a w : ℝ
k : ℕ
ih : ∀ (c : ℝ), HasSum (fun n => poissonWeight a n * (c - ↑n * w) ^ k) (momentRec a w k c)
c : ℝ
⊢ Real.instAddCommGroup.toAddCommMonoid =
    CommRing.toNonUnitalCommRing.toNonUnitalNonAssocCommRing.toNonUnitalNonAssocSemiring.toAddCommMonoid
Main.lean:47:6: error: Tactic `apply` failed: could not unify the conclusion of `@_root_.funext`
  ?f = ?g
with the goal
  Real.instAddCommMonoid = Real.instAddCommGroup.toAddCommMonoid

Note: The full type of `@_root_.funext` is
  ∀ {α : Sort ?u.103} {β : α → Sort ?u.102} {f g : (x : α) → β x}, (∀ (x : α), f x = g x) → f = g

case e'_3
a w : ℝ
k : ℕ
ih : ∀ (c : ℝ), HasSum (fun n => poissonWeight a n * (c - ↑n * w) ^ k) (momentRec a w k c)
c : ℝ
h2 : HasSum (fun n => poissonWeight a n * (↑n * (c - ↑n * w) ^ k)) (a * momentRec a w k (c - w))
⊢ Real.instAddCommMonoid = Real.instAddCommGroup.toAddCommMonoid
Main.lean:51:6: error: `simp` made no progress
Main.lean:28:14: error: unsolved goals
case e'_6
a w : ℝ
k : ℕ
ih : ∀ (c : ℝ), HasSum (fun n => poissonWeight a n * (c - ↑n * w) ^ k) (momentRec a w k c)
c : ℝ
h2 : HasSum (fun n => poissonWeight a n * (↑n * (c - ↑n * w) ^ k)) (a * momentRec a w k (c - w))
⊢ momentRec a w (k + 1) c = c * momentRec a w k c - w * (a * momentRec a w k (c - w))
```

Diagnosis. Both uses of `convert … using 1` leave an unexpected first goal: that two ways of giving the reals their `AddCommMonoid` structure are equal. The two agree by definition, but `convert` did not unfold them far enough to close the goal itself. `funext n` needs an equation between functions, so it fails there, twice. In the second use the extra goal also puts the bullets out of step: `simp only [momentRec]` meets the equation between summands, where there is no `momentRec` to unfold, and the equation between the limits, the one it was meant for, is left unsolved.

The repair drops `convert`. It states the equations between summands as `hf`, once in each part, and the equation between limits as `hr`, proves them separately, and rewrites with them. `exact` then supplies the convergence result, and Lean checks by unfolding definitions that the two structures agree, so no separate goal appears. The calculation with `hs` and `e` is only moved. The `change` line is no longer needed, since `hf` spells out the form wanted. The messages do not show that replacing `simp only [momentRec]` by `rw [momentRec]` was necessary, as the former failed on a goal it was not meant for.

The change, after which it compiles:

```diff
@@ -33,22 +33,31 @@
       rw [← hasSum_nat_add_iff' 1]
       simp only [Finset.sum_range_one, Nat.cast_zero, zero_mul, mul_zero, sub_zero]
-      convert (ih (c - w)).mul_left a using 1
+      have hf : (fun n : ℕ => poissonWeight a (n + 1) *
+          (((n + 1 : ℕ) : ℝ) * (c - ((n + 1 : ℕ) : ℝ) * w) ^ k))
+          = fun n : ℕ => a * (poissonWeight a n * (c - w - n * w) ^ k) := by
+        funext n
+        have hs : poissonWeight a (n + 1) * ((n : ℝ) + 1) = a * poissonWeight a n := by
+          have h1 : (n.factorial : ℝ) ≠ 0 := by positivity
+          have h3 : (n : ℝ) + 1 ≠ 0 := by positivity
+          simp only [poissonWeight, Nat.factorial_succ, Nat.cast_mul, Nat.cast_add, Nat.cast_one]
+          field_simp
+          try ring
+        have e : c - ((n + 1 : ℕ) : ℝ) * w = c - w - n * w := by push_cast; ring
+        rw [e, Nat.cast_add, Nat.cast_one]
+        linear_combination (c - w - n * w) ^ k * hs
+      rw [hf]
+      exact (ih (c - w)).mul_left a
+    have hf : (fun n : ℕ => poissonWeight a n * (c - n * w) ^ (k + 1))
+        = fun n : ℕ => c * (poissonWeight a n * (c - n * w) ^ k)
+          - w * (poissonWeight a n * (n * (c - n * w) ^ k)) := by
       funext n
-      have hs : poissonWeight a (n + 1) * ((n : ℝ) + 1) = a * poissonWeight a n := by
-        have h1 : (n.factorial : ℝ) ≠ 0 := by positivity
-        have h3 : (n : ℝ) + 1 ≠ 0 := by positivity
-        simp only [poissonWeight, Nat.factorial_succ, Nat.cast_mul, Nat.cast_add, Nat.cast_one]
-        field_simp
-        try ring
-      have e : c - ((n + 1 : ℕ) : ℝ) * w = c - w - n * w := by push_cast; ring
-      rw [e, Nat.cast_add, Nat.cast_one]
-      linear_combination (c - w - n * w) ^ k * hs
-    convert ((ih c).mul_left c).sub (h2.mul_left w) using 1
-    · funext n
-      change _ = c * _ - w * _
       rw [pow_succ]
       ring
-    · simp only [momentRec]
+    have hr : momentRec a w (k + 1) c
+        = c * momentRec a w k c - w * (a * momentRec a w k (c - w)) := by
+      rw [momentRec]
       ring
+    rw [hf, hr]
+    exact ((ih c).mul_left c).sub (h2.mul_left w)
 
 end
```
